# An orbital entropy above $\ln 2$ requires singly occupied configurations

Take two electrons in two orthonormal spatial orbitals $a$ and $b$, and keep the electrons paired. The state is then a superposition of "$a$ doubly occupied, $b$ empty" and "$a$ empty, $b$ doubly occupied". If the first has probability $x$, orbital $a$ has only two possible occupations, and the entropy of its occupation is

$$-x\ln x-(1-x)\ln(1-x)\le\ln 2 ,$$

with equality at $x=1/2$. Now add the two configurations with one electron in each orbital and opposite spins, and give all four configurations amplitudes of modulus $1/2$. Orbital $a$ is empty, spin-up, spin-down or doubly occupied with probability $1/4$ each, and its entropy is $2\ln 2$. The second $\ln 2$ became available only when single occupation was allowed.

For a general orbital, let $p_0,p_u,p_d,p_2$ be the probabilities of being empty, occupied by one up electron, occupied by one down electron, and doubly occupied. Write $q=p_u+p_d$ for the probability of single occupation and $h(q)=-q\ln q-(1-q)\ln(1-q)$ for the binary entropy. The entropy $S$ of the four probabilities satisfies

$$S\le \ln 2+h(q),$$

with equality exactly when $p_0=p_2$ and $p_u=p_d$. In a configuration expansion over finitely many orbitals, an entropy above $\ln 2$ therefore shows that a seniority-zero wavefunction, one in which every orbital is empty or doubly occupied, cannot represent the state in the orbitals chosen.

```lean
import Mathlib

open Real

namespace OrbitalEntropyBrokenPairs

noncomputable section
```

## Occupations, probabilities and entropy

A spatial orbital has four occupations.

```lean
/-- The four occupations of a spatial orbital: empty, one spin-up electron, one spin-down
electron, or a pair. -/
inductive Occ where
  | empty
  | up
  | down
  | double
  deriving DecidableEq
```

They form a finite set, so a sum over occupations is a finite sum.

```lean
/-- The four occupations form a finite type. -/
instance : Fintype Occ where
  elems := {Occ.empty, Occ.up, Occ.down, Occ.double}
  complete s := by cases s <;> simp
```

The probabilities are nonnegative and satisfy $p_0+p_u+p_d+p_2=1$.

```lean
/-- Nonnegative probabilities of the four occupations that sum to one. -/
structure IsDistribution (p : Occ → ℝ) : Prop where
  nonneg : ∀ s, 0 ≤ p s
  sum_eq_one : ∑ s, p s = 1
```

In Lean the four numbers are the values of one function `p : Occ → ℝ`: $p_0$ is `p Occ.empty`, $p_u$ is `p Occ.up`, $p_d$ is `p Occ.down` and $p_2$ is `p Occ.double`. The hypothesis `IsDistribution p` says that they are probabilities, and nothing about the state they come from.

With $f(x)=-x\ln x$ and $f(0)=0$, the entropy in nats is

$$S=f(p_0)+f(p_u)+f(p_d)+f(p_2).$$

```lean
/-- The orbital entropy `-∑ p ln p` over the four occupations, in nats. -/
def orbitalEntropy (p : Occ → ℝ) : ℝ := ∑ s, negMulLog (p s)
```

Mathlib's name for $f$ is `negMulLog`, and it takes the value $0$ at $0$, as the physical convention asks. This $S$ is the Shannon entropy of the occupations. For a state of definite particle number and spin projection the reduced density matrix of one orbital is diagonal in these four occupations, and $S$ is then also its von Neumann entropy.

The probability of finding exactly one electron in the orbital is $q=p_u+p_d$.

```lean
/-- If `p` gives the occupation probabilities of an orbital, this is the probability that the
orbital holds exactly one electron. -/
def singleOcc (p : Occ → ℝ) : ℝ := p Occ.up + p Occ.down
```

Any sum over occupations can be written out as four terms.

```lean
/-- A sum over the occupations of an orbital has four terms. -/
theorem sum_occ (f : Occ → ℝ) :
    ∑ s, f s = f Occ.empty + f Occ.up + f Occ.down + f Occ.double := by
  have h : (Finset.univ : Finset Occ) = {Occ.empty, Occ.up, Occ.down, Occ.double} := by
    ext s
    cases s <;> simp
  rw [h]
  simp [add_assoc]
```

## What splitting a weight adds to the entropy

Divide a weight $t\ge 0$ into two equal halves. For $t>0$,

$$2f(t/2)=-t\ln\frac t2=-t\ln t+t\ln 2=f(t)+t\ln 2,$$

and for $t=0$ both sides vanish.

```lean
/-- Two equal halves of a nonnegative weight `t` carry `t ln 2` more entropy than the
undivided weight. -/
theorem entropy_halves (t : ℝ) (ht : 0 ≤ t) :
    2 * negMulLog (t / 2) = negMulLog t + t * log 2 := by
  rcases ht.eq_or_lt with h | h
  · subst h
    simp
  · simp only [negMulLog]
    rw [Real.log_div h.ne' two_ne_zero]
    ring
```

The proof makes the same distinction between $t=0$ and $t>0$. In the second case `Real.log_div` separates the logarithm of the quotient, and `ring` collects the terms.

For unequal parts $x\neq y$, both nonnegative, use the strict concavity of $f$ on $[0,\infty)$, which follows from $f''(x)=-1/x<0$ for $x>0$ and continuity at $0$. At the midpoint it gives

$$\tfrac12 f(x)+\tfrac12 f(y)<f\!\left(\frac{x+y}{2}\right).$$

Multiplying by two and inserting the formula for equal halves with $t=x+y$ yields

$$f(x)+f(y)<f(x+y)+(x+y)\ln 2 .$$

For $x=y$ the formula for equal halves gives equality. So splitting a weight adds at most $(x+y)\ln 2$ of entropy, and adds exactly that much only when the parts are equal.

```lean
/-- Splitting a weight into nonnegative parts `x` and `y` adds at most `(x + y) ln 2` of
entropy, with equality exactly for equal parts. -/
theorem entropy_split (x y : ℝ) (hx : 0 ≤ x) (hy : 0 ≤ y) :
    negMulLog x + negMulLog y ≤ negMulLog (x + y) + (x + y) * log 2 ∧
    (negMulLog x + negMulLog y = negMulLog (x + y) + (x + y) * log 2 ↔ x = y) := by
  have hhalf := entropy_halves (x + y) (add_nonneg hx hy)
  by_cases hxy : x = y
  · subst hxy
    have e : (x + x) / 2 = x := by ring
    rw [e] at hhalf
    exact ⟨by linarith, fun _ => rfl, fun _ => by linarith⟩
  · -- strict concavity of `-x ln x` at the midpoint
    have h := Real.strictConcaveOn_negMulLog.2 (Set.mem_Ici.2 hx) (Set.mem_Ici.2 hy) hxy
      (by norm_num : (0 : ℝ) < 1 / 2) (by norm_num : (0 : ℝ) < 1 / 2) (by norm_num)
    simp only [smul_eq_mul] at h
    have e : 1 / 2 * x + 1 / 2 * y = (x + y) / 2 := by ring
    rw [e] at h
    exact ⟨by linarith, fun h' => by linarith, fun h' => absurd h' hxy⟩
```

The theorem states the inequality and the equality condition together, and its proof separates $x=y$ from $x\ne y$. In the first case `hhalf`, the formula for equal halves, settles everything. In the second, `Real.strictConcaveOn_negMulLog` supplies the strict inequality with both weights equal to $1/2$. The bound follows, and equality would contradict the strictness.

## The bound $\ln 2+h(q)$

Group the occupations into a paired class, empty and double, with weight $p_0+p_2=1-q$, and an unpaired class, up and down, with weight $q$. Splitting each class into its two members gives

$$f(p_0)+f(p_2)\le f(1-q)+(1-q)\ln 2,$$
$$f(p_u)+f(p_d)\le f(q)+q\ln 2 .$$

Add the two lines. The left sides make up $S$. On the right, $f(1-q)+f(q)=h(q)$, and the two gains add up to $\ln 2$ whatever the value of $q$. Hence $S\le\ln 2+h(q)$. The sum of two inequalities is an equality only if each of them is, which means $p_0=p_2$ and $p_u=p_d$.

```lean
/-- The entropy of an orbital is at most `ln 2 + h(q)`, where `q` is the probability of single
occupation and `h` the binary entropy. Equality holds exactly when empty and double occupation
are equally likely and so are spin up and spin down. -/
theorem orbitalEntropy_le (p : Occ → ℝ) (hp : IsDistribution p) :
    orbitalEntropy p ≤ log 2 + binEntropy (singleOcc p) ∧
    (orbitalEntropy p = log 2 + binEntropy (singleOcc p) ↔
      p Occ.empty = p Occ.double ∧ p Occ.up = p Occ.down) := by
  have hsum := hp.sum_eq_one
  rw [sum_occ] at hsum
  obtain ⟨a1, a2⟩ := entropy_split _ _ (hp.nonneg Occ.empty) (hp.nonneg Occ.double)
  obtain ⟨b1, b2⟩ := entropy_split _ _ (hp.nonneg Occ.up) (hp.nonneg Occ.down)
  -- the bound is the sum of the bounds for the paired and the unpaired weight
  have hB : log 2 + binEntropy (singleOcc p) =
      (negMulLog (p Occ.empty + p Occ.double) + (p Occ.empty + p Occ.double) * log 2) +
      (negMulLog (p Occ.up + p Occ.down) + (p Occ.up + p Occ.down) * log 2) := by
    have e : 1 - (p Occ.up + p Occ.down) = p Occ.empty + p Occ.double := by linarith
    rw [singleOcc, binEntropy_eq_negMulLog_add_negMulLog_one_sub, e]
    linear_combination (-log 2) * hsum
  have hS : orbitalEntropy p = negMulLog (p Occ.empty) + negMulLog (p Occ.up) +
      negMulLog (p Occ.down) + negMulLog (p Occ.double) := sum_occ _
  rw [hB, hS]
  refine ⟨by linarith, fun h => ⟨a2.1 (by linarith), b2.1 (by linarith)⟩, ?_⟩
  rintro ⟨h1, h2⟩
  linarith [a2.2 h1, b2.2 h2]
```

The names `a1` and `b1` hold the two inequalities, and `a2` and `b2` their equality conditions. The step `hB` rewrites $\ln 2+h(q)$ as the sum of the two right-hand sides. This is where normalisation enters, first to replace $1-q$ by $p_0+p_2$ and then to combine the two multiples of $\ln 2$. The step `hS` writes $S$ as four terms, after which `linarith` adds the inequalities and handles both directions of the equality condition.

## An orbital that is never singly occupied

Set $q=0$. Since $h(0)=0$, the bound becomes $S\le\ln 2$. Two nonnegative numbers with sum zero both vanish, so $p_u=p_d=0$ and the spin condition for equality holds by itself. What remains is $p_0=p_2$, that is, both equal to $1/2$.

```lean
/-- An orbital that is never singly occupied has entropy at most `ln 2`, and it reaches `ln 2`
exactly when it is empty and doubly occupied with equal probability. -/
theorem entropy_le_of_paired (p : Occ → ℝ) (hp : IsDistribution p) (hq : singleOcc p = 0) :
    orbitalEntropy p ≤ log 2 ∧
    (orbitalEntropy p = log 2 ↔ p Occ.empty = p Occ.double) := by
  have h := orbitalEntropy_le p hp
  rw [hq, binEntropy_zero, add_zero] at h
  have hu := hp.nonneg Occ.up
  have hd := hp.nonneg Occ.down
  unfold singleOcc at hq
  exact ⟨h.1, fun e => (h.2.1 e).1, fun e => h.2.2 ⟨e, by linarith⟩⟩
```

The proof substitutes `hq` into the general bound and recovers $p_u=p_d$ from nonnegativity. Because the value $\ln 2$ is reached without any single occupation, no lower threshold could serve as a test for broken pairs.

## From the excess over $\ln 2$ to a range for $q$

A larger excess over $\ln 2$ says more. Suppose that $S>\ln 2+h(r)$ for some $r$ with $0\le r\le 1/2$. Together with $S\le\ln 2+h(q)$ this gives $h(q)>h(r)$. The binary entropy increases on $[0,1/2]$ and satisfies $h(1-q)=h(q)$.

- If $q\le r$, then $h(q)\le h(r)$, a contradiction.
- If $q\ge 1-r$, then $1-q\le r$, so $h(q)=h(1-q)\le h(r)$, again a contradiction.

Therefore $r<q<1-r$.

```lean
/-- If the orbital entropy exceeds `ln 2 + h(r)` for some `r` between 0 and 1/2, then the
probability of single occupation lies strictly between `r` and `1 - r`. -/
theorem singleOcc_bounds (p : Occ → ℝ) (hp : IsDistribution p) (r : ℝ)
    (hr0 : 0 ≤ r) (hr : r ≤ 1 / 2) (hS : log 2 + binEntropy r < orbitalEntropy p) :
    r < singleOcc p ∧ singleOcc p < 1 - r := by
  have hle := (orbitalEntropy_le p hp).1
  have hsum := hp.sum_eq_one
  rw [sum_occ] at hsum
  have h0 := hp.nonneg Occ.empty
  have hu := hp.nonneg Occ.up
  have hd := hp.nonneg Occ.down
  have h2 := hp.nonneg Occ.double
  have hq0 : 0 ≤ singleOcc p := by unfold singleOcc; linarith
  have hq1 : singleOcc p ≤ 1 := by unfold singleOcc; linarith
  -- the binary entropy increases up to 1/2
  have mono : ∀ t : ℝ, 0 ≤ t → t ≤ r → binEntropy t ≤ binEntropy r := fun t ht htr =>
    binEntropy_strictMonoOn.monotoneOn ⟨ht, by linarith⟩ ⟨hr0, by linarith⟩ htr
  constructor
  · by_contra hc
    linarith [mono _ hq0 (not_lt.1 hc)]
  · by_contra hc
    have h := mono (1 - singleOcc p) (by linarith) (by linarith [not_lt.1 hc])
    rw [binEntropy_one_sub] at h
    linarith
```

The local statement `mono` is the monotonicity of $h$ up to $r$. It is applied to $q$ for the lower bound and to $1-q$ for the upper one, where `binEntropy_one_sub` expresses the symmetry.

For $r=0$ the result reads $0<q<1$: an entropy above $\ln 2$ excludes an orbital that is always singly occupied as well as one that never is. For $r=0.1$ the threshold $\ln 2+h(0.1)$ is about $1.018$ nats, and an entropy above it places $q$ between $0.1$ and $0.9$. At $r=1/2$ the hypothesis would require $S>2\ln 2$, which no distribution over four occupations satisfies.

## Occupation probabilities from a wavefunction

Let a configuration $n$ assign an occupation $n_i$ to each orbital $i$ of a finite set, and let $c_n$ be its complex amplitude in a normalised wavefunction. The probability that orbital $i$ has occupation $s$ is

$$p_s=\sum_{n:\,n_i=s}|c_n|^2 .$$

```lean
variable {ι : Type*} [Fintype ι] [DecidableEq ι]

/-- The sum of `‖c n‖ ^ 2` over the configurations `n` in which orbital `i` has occupation `s`. If
`c` holds the amplitudes of a normalised wavefunction, this is the probability of that occupation.
-/
def occProb (c : (ι → Occ) → ℂ) (i : ι) (s : Occ) : ℝ :=
  ∑ n ∈ Finset.univ.filter (fun n : ι → Occ => n i = s), ‖c n‖ ^ 2
```

The type `ι` labels the orbitals, and a configuration is a function `n : ι → Occ`. The definition accepts any amplitudes, and its values are probabilities when the wavefunction is normalised. Neither the particle number nor the spin projection is fixed, and no Hamiltonian appears.

Each $p_s$ is a sum of squares and so nonnegative. Every configuration gives orbital $i$ exactly one occupation, so summing over $s$ counts each configuration once:

$$\sum_s p_s=\sum_n|c_n|^2=1 .$$

```lean
/-- The occupation probabilities of an orbital in a normalised wavefunction are nonnegative
and sum to one. -/
theorem occProb_isDistribution (c : (ι → Occ) → ℂ) (hc : ∑ n, ‖c n‖ ^ 2 = 1) (i : ι) :
    IsDistribution (occProb c i) where
  nonneg s := Finset.sum_nonneg fun n _ => sq_nonneg _
  sum_eq_one := by
    rw [← hc]
    exact Finset.sum_fiberwise Finset.univ (fun n : ι → Occ => n i) (fun n => ‖c n‖ ^ 2)
```

The hypothesis `hc` is the normalisation of the wavefunction, and `Finset.sum_fiberwise` is the regrouping of configurations by the occupation of orbital $i$.

## A configuration with a broken pair

Suppose that orbital $i$ has $S>\ln 2$, and that every configuration with a single electron in orbital $i$ has amplitude zero. Then every term in $p_u$ and in $p_d$ vanishes, so $q=0$ and $S\le\ln 2$, which contradicts the assumption. Some configuration with $c_n\neq0$ must therefore have $n_i$ equal to up or down.

```lean
/-- If the entropy of the occupation probabilities of orbital `i` in a normalised wavefunction
exceeds `ln 2`, some configuration of nonzero amplitude has a single electron in that orbital. -/
theorem exists_broken_pair (c : (ι → Occ) → ℂ) (hc : ∑ n, ‖c n‖ ^ 2 = 1) (i : ι)
    (hS : log 2 < orbitalEntropy (occProb c i)) :
    ∃ n, c n ≠ 0 ∧ (n i = Occ.up ∨ n i = Occ.down) := by
  by_contra hno
  -- otherwise both single occupations have probability zero
  have hz : ∀ s, (s = Occ.up ∨ s = Occ.down) → occProb c i s = 0 := by
    intro s hs
    refine Finset.sum_eq_zero fun n hn => ?_
    have hns : n i = s := (Finset.mem_filter.1 hn).2
    have hcn : c n = 0 := by
      by_contra h
      exact hno ⟨n, h, by rw [hns]; exact hs⟩
    simp [hcn]
  have hq : singleOcc (occProb c i) = 0 := by
    rw [singleOcc, hz _ (Or.inl rfl), hz _ (Or.inr rfl), add_zero]
  exact absurd hS (not_lt.2 (entropy_le_of_paired _ (occProb_isDistribution c hc i) hq).1)

end

end OrbitalEntropyBrokenPairs
```

The proof follows this contradiction: `hz` shows that both single-occupation probabilities are zero, `hq` adds them, and `entropy_le_of_paired` supplies the bound that is violated. The name `exists_broken_pair` suits an even number of electrons, where a single electron in one orbital implies another singly occupied orbital. With an odd number every configuration has at least one singly occupied orbital, and the electron found in orbital $i$ may be just the one left without a partner.

The test works in one direction. If the two-orbital state consists only of the configurations with one electron in each orbital and opposite spins, each with probability $1/2$, then no configuration is paired, yet each orbital has $p_u=p_d=1/2$ and an entropy of exactly $\ln 2$. An entropy at or below the threshold leaves the question open.

The verdict also belongs to the chosen orbitals. With suitable signs, the state with four amplitudes of modulus $1/2$ is a closed-shell determinant with both electrons in the orbital $(a+b)/\sqrt2$. Its pair is broken with respect to $a$ and $b$ and intact with respect to the combined orbital, so a large entropy in localised orbitals is not by itself a sign of strong correlation.

```lean
#print axioms OrbitalEntropyBrokenPairs.orbitalEntropy_le
#print axioms OrbitalEntropyBrokenPairs.singleOcc_bounds
#print axioms OrbitalEntropyBrokenPairs.exists_broken_pair
```

```
'OrbitalEntropyBrokenPairs.orbitalEntropy_le' depends on axioms: [propext, Classical.choice, Quot.sound]
'OrbitalEntropyBrokenPairs.singleOcc_bounds' depends on axioms: [propext, Classical.choice, Quot.sound]
'OrbitalEntropyBrokenPairs.exists_broken_pair' depends on axioms: [propext, Classical.choice, Quot.sound]
```
